# Stronger exchange along the dipole vector never brightens the lowest core-level line

Q: When I fit a calculated core-level absorption spectrum and the lowest line comes out too strong, I raise the core-valence exchange and leave everything else fixed. What supports that choice of direction?

A: For exchange that acts only along the dipole vector, in a finite-dimensional space of final states, there is a theorem: raising it never increases the intensity of the lowest line. Within that model, lowering it therefore can't cure the excess.

Q: State the physics first.

A: A photon lifts a core electron into a valence orbital. For a fixed light polarisation, the dipole operator applied to the ground state gives a vector w in the space of final states, and a normalised final state v appears with intensity I = |⟨w|v⟩|². Exchange between the core hole and the valence electron mixes the final states and moves intensity between lines. Let A be the Hermitian Hamiltonian without this exchange, and let K be a real strength:

H(K) = A + K |w⟩⟨w|

Positive K pushes the bright combination w up in energy. Since w needn't be normalised, the energy scale of the exchange is K‖w‖², and the fraction of the total intensity in a line is I/‖w‖² when w ≠ 0.

Q: Derive the result without Lean.

A: Take K₁ < K₂, with unit lowest states v₁, v₂, energies E₁, E₂ and intensities I₁, I₂. Use v₁ as a trial state for H(K₂):

E₂ ≤ ⟨v₁|H(K₂)v₁⟩ = E₁ + (K₂ − K₁) I₁

Use v₂ as a trial state for H(K₁):

E₁ ≤ ⟨v₂|H(K₁)v₂⟩ = E₂ − (K₂ − K₁) I₂

Together they give

(K₂ − K₁) I₂ ≤ E₂ − E₁ ≤ (K₂ − K₁) I₁

and division by K₂ − K₁ > 0 gives I₂ ≤ I₁.

Q: That uses the variational principle. Is it assumed?

A: No, it is proved. Let T be Hermitian with orthonormal eigenvectors uᵢ and eigenvalues εᵢ, and let E be the lowest eigenvalue. For any x,

⟨x|Tx⟩ − E‖x‖² = Σᵢ (εᵢ − E) |⟨uᵢ|x⟩|² ≥ 0

If the sum vanishes, each term does, so x contains only eigenvectors with εᵢ = E, and Tx = Ex.

Q: Now show me what Lean takes these words to mean. What is the space?

A: `V` is a complex inner product space. Finite dimension is added later, where eigenbases are needed.

```lean
import Mathlib

open Finset

namespace CoreLevelBranching

noncomputable section

variable {V : Type*} [NormedAddCommGroup V] [InnerProductSpace ℂ V]
```

The Hamiltonian is an explicit linear map. Lean's `inner ℂ w x` is ⟨w|x⟩, conjugate-linear in the first slot, as in physics.

```lean
/-- The Hamiltonian `A + K |w⟩⟨w|`: core-valence exchange of strength `K` acts along the
dipole vector `w`. -/
def exchangeHamiltonian (A : V →ₗ[ℂ] V) (w : V) (K : ℝ) : V →ₗ[ℂ] V where
  toFun x := A x + ((K : ℂ) * inner ℂ w x) • w
  map_add' x y := by
    simp only [map_add, inner_add_right]
    module
  map_smul' c x := by
    simp only [map_smul, inner_smul_right, RingHom.id_apply]
    module
```

Q: Real exchange isn't a single projector.

A: That is the step from the model to a measured spectrum that you must justify yourself. A full multiplet interaction has exchange matrix elements outside the dipole direction. Held fixed, they can be part of A; the theorem says nothing about what happens when they change too.

Q: And intensity?

A: It is the squared overlap, without the photon-energy prefactor of a cross section.

```lean
/-- The intensity `|⟨w, v⟩|²` of the line with final state `v`. -/
def intensity (w v : V) : ℝ := ‖inner ℂ w v‖ ^ 2
```

Q: Does "lowest state" quietly exclude degeneracy?

A: It doesn't. The state must be a unit eigenvector, and no real eigenvalue may lie below its energy. Any unit vector in a degenerate lowest level qualifies. The one along the projection of w onto that level, if the projection is nonzero, carries the whole intensity of the level.

```lean
/-- `v` is a unit eigenvector of `T` with energy `E`, and no real eigenvalue of `T` lies
below `E`. -/
structure IsLowestState (T : V →ₗ[ℂ] V) (E : ℝ) (v : V) : Prop where
  unit : ‖v‖ = 1
  eigen : T v = (E : ℂ) • v
  lowest : ∀ (μ : ℝ) (x : V), x ≠ 0 → T x = (μ : ℂ) • x → E ≤ μ
```

That is why K₁ < K₂ is strict. With A = 0 and K₁ = K₂ = 0 in two dimensions, every unit vector is lowest, and v₁ could be dark while v₂ is bright. So K₁ ≤ K₂ would not be enough.

Q: My branching ratio is one intensity divided by the total.

A: Here the name means one line divided by the sum of all the others. If yours is r, this one is r/(1 − r), which grows with r. The "line" is also a single eigenstate, not a whole spin-orbit edge.

```lean
/-- The intensity of line `i` divided by the summed intensity of all other lines, for an orthonormal
basis `b` of final states. It is meaningful only where that sum is nonzero; otherwise Lean's
division returns 0. -/
def branchingRatio {ι : Type*} [Fintype ι] [DecidableEq ι]
    (w : V) (b : OrthonormalBasis ι ℂ V) (i : ι) : ℝ :=
  intensity w (b i) / ∑ k ∈ univ.erase i, intensity w (b k)
```

Q: How does the Lean proof begin?

A: With two facts about H(K). It is symmetric, Lean's word for Hermitian here, because K is real.

```lean
/-- The exchange Hamiltonian is symmetric when `A` is. -/
theorem exchangeHamiltonian_symmetric {A : V →ₗ[ℂ] V} (hA : A.IsSymmetric) (w : V) (K : ℝ) :
    (exchangeHamiltonian A w K).IsSymmetric := by
  intro x y
  change inner ℂ (A x + ((K : ℂ) * inner ℂ w x) • w) y
    = inner ℂ x (A y + ((K : ℂ) * inner ℂ w y) • w)
  rw [inner_add_left, inner_add_right, inner_smul_left, inner_smul_right, hA x y, map_mul,
    Complex.conj_ofReal, inner_conj_symm]
  ring
```

Its expectation value is that of A plus K times the intensity. The real part appears because Lean's inner product is complex-valued.

```lean
/-- Exchange adds `K` times the intensity to the energy expectation value. -/
theorem exchange_energy (A : V →ₗ[ℂ] V) (w x : V) (K : ℝ) :
    (inner ℂ x (exchangeHamiltonian A w K x)).re
      = (inner ℂ x (A x)).re + K * intensity w x := by
  change (inner ℂ x (A x + ((K : ℂ) * inner ℂ w x) • w)).re = _
  rw [inner_add_right, inner_smul_right, ← inner_conj_symm x w, intensity,
    Complex.sq_norm, Complex.normSq_apply]
  simp only [Complex.add_re, Complex.mul_re, Complex.mul_im, Complex.conj_re,
    Complex.conj_im, Complex.ofReal_re, Complex.ofReal_im]
  ring
```

Q: Where does the eigenbasis come from?

A: From Mathlib's spectral theorem, and this is the device to look at closely. For a symmetric `T`, `hT.eigenvectorBasis rfl` is an orthonormal basis of eigenvectors, numbered by `Fin (Module.finrank ℂ V)`. The argument `rfl` says that the number of basis vectors is the dimension itself. The companion `hT.eigenvalues rfl` returns real numbers, which is the type that the `lowest` condition expects. The first lemma moves `T` across the inner product to get ⟨uᵢ|Tx⟩ = εᵢ⟨uᵢ|x⟩.

```lean
variable [FiniteDimensional ℂ V] {T A : V →ₗ[ℂ] V} {w v v₁ v₂ : V} {E E₁ E₂ K₁ K₂ : ℝ}

/-- In an eigenbasis, a symmetric operator multiplies each amplitude by its eigenvalue. -/
theorem eigenbasis_amplitude (hT : T.IsSymmetric) (x : V) (i : Fin (Module.finrank ℂ V)) :
    inner ℂ (hT.eigenvectorBasis rfl i) (T x)
      = ((hT.eigenvalues rfl i : ℝ) : ℂ) * inner ℂ (hT.eigenvectorBasis rfl i) x := by
  have h : T (hT.eigenvectorBasis rfl i)
      = ((hT.eigenvalues rfl i : ℝ) : ℂ) • hT.eigenvectorBasis rfl i :=
    hT.apply_eigenvectorBasis rfl i
  rw [← hT, h, inner_smul_left, Complex.conj_ofReal]
```

Inserting the complete basis into ⟨x|Tx⟩ and ‖x‖² then gives the weighted sum of level spacings.

```lean
/-- For symmetric `T` and any vector `x`, the real part of `⟨x, T x⟩` minus `E ‖x‖²` is the sum of
the eigenvalues measured from `E`, weighted by the squared amplitudes of `x` in an eigenbasis. -/
theorem energy_expansion (hT : T.IsSymmetric) (E : ℝ) (x : V) :
    (inner ℂ x (T x)).re - E * ‖x‖ ^ 2 = ∑ i : Fin (Module.finrank ℂ V),
      (hT.eigenvalues rfl i - E) * ‖inner ℂ (hT.eigenvectorBasis rfl i) x‖ ^ 2 := by
  rw [← (hT.eigenvectorBasis rfl).sum_inner_mul_inner x (T x), Complex.re_sum,
    ← (hT.eigenvectorBasis rfl).sum_sq_norm_inner_right x, Finset.mul_sum,
    ← Finset.sum_sub_distrib]
  refine Finset.sum_congr rfl fun i _ => ?_
  rw [eigenbasis_amplitude hT, ← inner_conj_symm x (hT.eigenvectorBasis rfl i),
    Complex.sq_norm, Complex.normSq_apply]
  simp only [Complex.mul_re, Complex.mul_im, Complex.conj_re, Complex.conj_im,
    Complex.ofReal_re, Complex.ofReal_im]
  ring
```

Q: And the variational principle follows term by term?

A: Yes. `hpos` applies `lowest` to each basis vector, so every term is nonnegative. For the equality case, `Finset.sum_eq_zero_iff_of_nonneg` makes each term zero. Each component of Tx − Ex then vanishes, either because the level lies at E or because it is unpopulated.

```lean
/-- Variational principle for a symmetric operator: no state has an energy expectation below
the lowest level, and a state that attains it satisfies the eigenvalue equation. -/
theorem variational_principle (hT : T.IsSymmetric) (hv : IsLowestState T E v) (x : V) :
    E * ‖x‖ ^ 2 ≤ (inner ℂ x (T x)).re ∧
      ((inner ℂ x (T x)).re = E * ‖x‖ ^ 2 → T x = (E : ℂ) • x) := by
  have hpos : ∀ i ∈ (univ : Finset (Fin (Module.finrank ℂ V))),
      0 ≤ (hT.eigenvalues rfl i - E) * ‖inner ℂ (hT.eigenvectorBasis rfl i) x‖ ^ 2 :=
    fun i _ => mul_nonneg (sub_nonneg.mpr (hv.lowest _ _
      ((hT.eigenvectorBasis rfl).orthonormal.ne_zero i)
      (hT.apply_eigenvectorBasis rfl i))) (sq_nonneg _)
  have hexp := energy_expansion hT E x
  refine ⟨by linarith [Finset.sum_nonneg hpos], fun h => ?_⟩
  -- every populated eigenstate must lie at energy E
  rw [h, sub_self] at hexp
  have hx := (Finset.sum_eq_zero_iff_of_nonneg hpos).mp hexp.symm
  have hz : ‖T x - (E : ℂ) • x‖ ^ 2 = 0 := by
    rw [← (hT.eigenvectorBasis rfl).sum_sq_norm_inner_right]
    refine Finset.sum_eq_zero fun i hi => ?_
    rw [inner_sub_right, eigenbasis_amplitude hT, inner_smul_right]
    rcases mul_eq_zero.mp (hx i hi) with h0 | h0
    · rw [sub_eq_zero.mp h0]
      simp
    · rw [norm_eq_zero.mp ((pow_eq_zero_iff two_ne_zero).mp h0)]
      simp
  exact sub_eq_zero.mp (norm_eq_zero.mp ((pow_eq_zero_iff two_ne_zero).mp hz))
```

Q: Then the trial-state argument?

A: `htrial` is the variational bound for v₁ in H(K₂), and `hself` says that v₁ has energy E₁ in H(K₁). Subtracting them leaves the shift bound.

```lean
/-- For symmetric `A`, the lowest energy rises by at most the change of exchange strength
times the intensity of the initial lowest line. -/
theorem energy_shift_le (hA : A.IsSymmetric)
    (h₁ : IsLowestState (exchangeHamiltonian A w K₁) E₁ v₁)
    (h₂ : IsLowestState (exchangeHamiltonian A w K₂) E₂ v₂) :
    E₂ - E₁ ≤ (K₂ - K₁) * intensity w v₁ := by
  -- v₁ serves as trial state for the second Hamiltonian
  have htrial := (variational_principle (exchangeHamiltonian_symmetric hA w K₂) h₂ v₁).1
  have hself : (inner ℂ v₁ (exchangeHamiltonian A w K₁ v₁)).re = E₁ := by
    rw [h₁.eigen, inner_smul_right, inner_self_eq_norm_sq_to_K, h₁.unit]
    simp
  rw [exchange_energy] at htrial hself
  rw [h₁.unit] at htrial
  linarith
```

This lemma doesn't require K₁ < K₂, so it can be used a second time with the roles exchanged. The main theorem does so. It supposes I₁ < I₂, and `nlinarith` receives the positive product (K₂ − K₁)(I₂ − I₁), which contradicts the sum of the two bounds.

```lean
/-- For symmetric `A`, growing core-valence exchange never increases the intensity of the
lowest line. -/
theorem lowest_line_intensity_le (hA : A.IsSymmetric) (hK : K₁ < K₂)
    (h₁ : IsLowestState (exchangeHamiltonian A w K₁) E₁ v₁)
    (h₂ : IsLowestState (exchangeHamiltonian A w K₂) E₂ v₂) :
    intensity w v₂ ≤ intensity w v₁ := by
  have h12 := energy_shift_le hA h₁ h₂
  have h21 := energy_shift_le hA h₂ h₁
  by_contra hlt
  nlinarith [mul_pos (sub_pos.mpr hK) (sub_pos.mpr (not_le.mp hlt))]
```

Q: "Never increases" could mean that nothing happens. When does the line really weaken?

A: It does whenever it is bright at K₁ and w is not an eigenvector of A. This condition is sufficient, not necessary: if w is an eigenvector of A, a bright lowest state can still be overtaken by a dark one at a level crossing. For the proof, suppose the intensities were equal. Both bounds become equalities, so v₁ attains the minimum of H(K₂) and is an eigenvector of it too. Subtracting the two eigenvalue equations gives

(K₂ − K₁)⟨w|v₁⟩ w = (E₂ − E₁) v₁

The coefficient on the left is nonzero, so w = c v₁ for some number c. The equation for H(K₁) then gives

A w = (E₁ − c K₁⟨w|v₁⟩) w

which was excluded. In the code, `e₁` and `e₂` are the two eigenvalue equations, `hd` is their difference, and `hc` is the parallelism.

```lean
/-- For symmetric `A`, growing exchange strictly weakens the lowest line if that line is
initially bright and the dipole vector is not an eigenvector of `A`. -/
theorem lowest_line_intensity_lt (hA : A.IsSymmetric) (hK : K₁ < K₂)
    (h₁ : IsLowestState (exchangeHamiltonian A w K₁) E₁ v₁)
    (h₂ : IsLowestState (exchangeHamiltonian A w K₂) E₂ v₂)
    (hbright : inner ℂ w v₁ ≠ 0) (hw : ∀ μ : ℂ, A w ≠ μ • w) :
    intensity w v₂ < intensity w v₁ := by
  refine lt_of_le_of_ne (lowest_line_intensity_le hA hK h₁ h₂) fun heq => ?_
  have h12 := energy_shift_le hA h₁ h₂
  have h21 := energy_shift_le hA h₂ h₁
  rw [heq] at h21
  have hself : (inner ℂ v₁ (exchangeHamiltonian A w K₁ v₁)).re = E₁ := by
    rw [h₁.eigen, inner_smul_right, inner_self_eq_norm_sq_to_K, h₁.unit]
    simp
  rw [exchange_energy] at hself
  -- equal intensities make v₁ an eigenvector of both Hamiltonians
  have e₁ : A v₁ + ((K₁ : ℂ) * inner ℂ w v₁) • w = (E₁ : ℂ) • v₁ := h₁.eigen
  have e₂ : A v₁ + ((K₂ : ℂ) * inner ℂ w v₁) • w = (E₂ : ℂ) • v₁ := by
    refine (variational_principle (exchangeHamiltonian_symmetric hA w K₂) h₂ v₁).2 ?_
    rw [exchange_energy, h₁.unit]
    linarith
  have hd : (((K₂ : ℂ) - K₁) * inner ℂ w v₁) • w = ((E₂ : ℂ) - E₁) • v₁ := by
    linear_combination (norm := module) e₂ - e₁
  have ha : ((K₂ : ℂ) - K₁) * inner ℂ w v₁ ≠ 0 :=
    mul_ne_zero (sub_ne_zero.mpr (by exact_mod_cast hK.ne')) hbright
  -- hence w is parallel to v₁, and so an eigenvector of A
  obtain ⟨c, hc⟩ : ∃ c : ℂ, w = c • v₁ :=
    ⟨(((K₂ : ℂ) - K₁) * inner ℂ w v₁)⁻¹ * ((E₂ : ℂ) - E₁), by
      rw [mul_smul, ← hd, smul_smul, inv_mul_cancel₀ ha, one_smul]⟩
  have hAw : A w = c • A v₁ := by rw [← map_smul, ← hc]
  apply hw ((E₁ : ℂ) - c * (K₁ * inner ℂ w v₁))
  rw [hAw, eq_sub_of_add_eq e₁, smul_sub, smul_comm c (E₁ : ℂ) v₁, ← hc]
  module
```

Q: Give me the smallest case where I can watch this.

A: In one dimension w is always parallel to v₁, and the intensity stays at ‖w‖². Two levels are the first case in which it can change. Put the levels of A at 0 and 2 in some energy unit, and take w = (1, 1). Then

H(K) = [[K, K], [K, K + 2]]

E(K) = K + 1 − √(1 + K²)

I(K) = 1 − K/√(1 + K²)

The total is ‖w‖² = 2, so the lowest line holds half of it at K = 0. Its share falls towards zero as K → +∞ and rises towards one as K → −∞.

Q: Last point: does the branching ratio follow?

A: It does, because the total intensity is fixed. For any orthonormal basis of final states the intensities sum to ‖w‖², so the ratio is

I/(‖w‖² − I)

A smaller I lowers the numerator and raises the denominator. In the theorem, `b₁` and `b₂` are the two bases, and the lowest line may carry different labels `i` and `j` in them. Only these two vectors have to be eigenstates for the inequality; for the ratio to describe a spectrum, choose full eigenbases. The condition `hrest` says that the other lines carry some intensity at K₁. Without it the initial ratio has denominator zero, which Lean would evaluate as 0. At K₂ the denominator is then positive automatically.

```lean
/-- For symmetric `A`, growing exchange never increases the branching ratio of the lowest
line, provided the other lines initially carry some intensity. -/
theorem branchingRatio_le {ι : Type*} [Fintype ι] [DecidableEq ι]
    (hA : A.IsSymmetric) (hK : K₁ < K₂) (b₁ b₂ : OrthonormalBasis ι ℂ V) (i j : ι)
    (h₁ : IsLowestState (exchangeHamiltonian A w K₁) E₁ (b₁ i))
    (h₂ : IsLowestState (exchangeHamiltonian A w K₂) E₂ (b₂ j))
    (hrest : 0 < ∑ k ∈ univ.erase i, intensity w (b₁ k)) :
    branchingRatio w b₂ j ≤ branchingRatio w b₁ i := by
  have hI := lowest_line_intensity_le hA hK h₁ h₂
  -- the total intensity is the same in both bases
  have t₁ : ∑ k, intensity w (b₁ k) = ‖w‖ ^ 2 := b₁.sum_sq_norm_inner_left w
  have t₂ : ∑ k, intensity w (b₂ k) = ‖w‖ ^ 2 := b₂.sum_sq_norm_inner_left w
  rw [← Finset.add_sum_erase univ _ (mem_univ i)] at t₁
  rw [← Finset.add_sum_erase univ _ (mem_univ j)] at t₂
  exact div_le_div₀ (sq_nonneg _) hI hrest (by linarith)

end

end CoreLevelBranching
```

```lean
#print axioms CoreLevelBranching.lowest_line_intensity_lt
#print axioms CoreLevelBranching.branchingRatio_le
```

```
'CoreLevelBranching.lowest_line_intensity_lt' depends on axioms: [propext, Classical.choice, Quot.sound]
'CoreLevelBranching.branchingRatio_le' depends on axioms: [propext, Classical.choice, Quot.sound]
```
